# Splitting one electron between two distant identical fragments lowers the energy in a Hartree plus local-exchange model

Stretch a one-electron dimer, such as $\mathrm{H}_2^+$, until its two identical fragments no longer interact. Suppose that an approximate density functional gives a fragment holding the fraction $q$ of the electron the energy

$$E(q) = q\,h + U\left(q^2 - q^{4/3}\right), \qquad U > 0,\quad h \in \mathbb{R}.$$

Here $h$ is the exact energy of the fragment with one electron, and $U$ is the Hartree self-energy of that electron. The model is therefore right for the empty fragment and for the fragment with the whole electron. Nevertheless, for every $0 < q < 1$,

$$E(q) + E(1-q) < E(0) + E(1),$$

so the dimer lowers its energy by splitting its charge. The equal split $q = 1/2$ is the unique minimum on $[0,1]$, and it lies below the integer arrangement by $U\left(2^{-1/3} - \tfrac12\right)$, about $0.29\,U$.

In density functional calculations, semilocal functionals give stretched $\mathrm{H}_2^+$ too low an energy. The inequality shows one mechanism for this in a two-parameter model with a fixed orbital shape and no correlation.

```lean
import Mathlib

open Finset

namespace DelocalisationError

noncomputable section
```

## The energy of a fragment with fractional charge

Let the fragment have the density $q\,|\varphi|^2$, where $\varphi$ is the normalised ground-state orbital of the fragment with one electron, and its shape is kept fixed as $q$ changes. Three contributions follow from how each term scales with the density:

- The kinetic energy and the attraction to the nucleus are proportional to $q$ when the orbital shape is fixed, and give $q\,h$, where $h$ is the energy of the fragment with one electron.
- The Hartree energy is quadratic in the density and gives $U q^2$. Here $U$ is the whole Hartree self-energy of one electron, with the usual factor $\tfrac12$ included. It is not the Hubbard parameter of the same name.
- Local exchange integrates the density to the power $4/3$ and gives a negative multiple of $q^{4/3}$.

A single electron does not repel itself, so exchange should remove the Hartree term completely at $q = 1$. The model postulates this by giving the exchange term the same coefficient $U$. An actual local functional achieves the cancellation only approximately.

In Lean, `fragmentEnergy h U q` is $E(q)$, with the two parameters written as arguments. Charge is counted in electrons, so a full fragment has charge $+1$ in this convention. The annotation in `q ^ (4 / 3 : ℝ)` makes the exponent a real number; read as a division of natural numbers, $4/3$ would be $1$.

```lean
/-- Model energy of a fragment that holds the fraction `q ≥ 0` of one electron: a one-electron
part `q h`, a Hartree self-repulsion `U q ^ 2` and a local exchange energy `-U q ^ (4/3)`. -/
def fragmentEnergy (h U q : ℝ) : ℝ :=
  q * h + U * (q ^ 2 - q ^ (4 / 3 : ℝ))
```

## Cancellation at zero and one electron

Since $0^{4/3} = 0$ and $1^{4/3} = 1$, the bracket $q^2 - q^{4/3}$ vanishes at both integer charges:

$$E(0) = 0, \qquad E(1) = h.$$

The theorem states both equalities for all real $h$ and $U$, with no condition on the sign of $U$. Its proof evaluates the two real powers, after which only elementary algebra is left.

```lean
/-- The self-interaction cancels at zero and one electron: the empty fragment has energy zero and
the fragment with one electron has energy `h`. -/
theorem fragmentEnergy_integer (h U : ℝ) :
    fragmentEnergy h U 0 = 0 ∧ fragmentEnergy h U 1 = h := by
  have h0 : (0 : ℝ) ^ (4 / 3 : ℝ) = 0 := Real.zero_rpow (by norm_num)
  have h1 : (1 : ℝ) ^ (4 / 3 : ℝ) = 1 := Real.one_rpow _
  constructor
  · unfold fragmentEnergy
    rw [h0]
    ring
  · unfold fragmentEnergy
    rw [h1]
    ring
```

## Below the straight line at fractional charge

For $0 < q < 1$, a larger exponent gives a smaller power. As $2 > 4/3$,

$$q^2 < q^{4/3}.$$

Going from a full fragment to the charge $q$ therefore reduces the self-repulsion by more than it reduces the size of the exchange energy, and exchange overcompensates. Multiplying by $U > 0$ and adding $q\,h$ gives

$$E(q) < q\,h = (1-q)\,E(0) + q\,E(1).$$

The right-hand side is the straight line between the integer charges. It is also the energy that the exact functional assigns to a fragment with a fractional electron number between zero and one. This reference is physical input, whereas the theorem compares the model only with its own values at the integers.

In the proof, `hpow` is the comparison of the two powers, and `hneg` is the same inequality multiplied by $U$. The last line, `linarith`, adds the linear term.

```lean
/-- For `U > 0` and a fractional charge `0 < q < 1`, the model energy lies strictly below the
straight line that joins its values at zero and one electron. -/
theorem fragmentEnergy_lt_line (h : ℝ) {U q : ℝ} (hU : 0 < U) (hq0 : 0 < q) (hq1 : q < 1) :
    fragmentEnergy h U q
      < (1 - q) * fragmentEnergy h U 0 + q * fragmentEnergy h U 1 := by
  rw [(fragmentEnergy_integer h U).1, (fragmentEnergy_integer h U).2]
  -- below one electron, exchange outweighs the self-repulsion
  have hpow : q ^ (2 : ℝ) < q ^ (4 / 3 : ℝ) :=
    Real.rpow_lt_rpow_of_exponent_gt hq0 hq1 (by norm_num)
  rw [Real.rpow_two] at hpow
  have hneg : 0 < U * (q ^ (4 / 3 : ℝ) - q ^ 2) := mul_pos hU (sub_pos.mpr hpow)
  unfold fragmentEnergy
  linarith
```

## Two fragments sharing one electron

The fragments do not interact, so the energy of the dimer is the sum of the two fragment energies. If one fragment holds $q$, the other holds $1-q$, which also lies strictly between $0$ and $1$. The previous inequality applies to both:

$$E(q) < q\,h, \qquad E(1-q) < (1-q)\,h.$$

Adding them gives

$$E(q) + E(1-q) < h = E(0) + E(1).$$

With the exact functional, moving charge between two infinitely distant identical fragments would cost nothing, and the total would remain $h$. In the model it falls below $h$.

The theorem takes any real $h$, a positive $U$ and a charge with $0 < q < 1$. Both fragments are described by the same `h` and `U`, which is how the statement expresses that they are identical. The lemmas `hA` and `hB` are the two inequalities above, and `linarith` adds them. The name `delocalisation_error` refers here to this energy lowering alone, while the literature uses the term more widely for the tendency of approximate functionals to spread charge too far.

The hypotheses leave one step to physics: that the energy of a real stretched molecule, computed with an approximate functional, is the sum of two fragment energies of this form.

```lean
/-- Delocalisation error: for `U > 0`, two distant identical fragments that share one electron
as `q` and `1 - q`, with `0 < q < 1`, have a lower model energy than an empty fragment and a
fragment with the whole electron. -/
theorem delocalisation_error (h : ℝ) {U q : ℝ} (hU : 0 < U) (hq0 : 0 < q) (hq1 : q < 1) :
    fragmentEnergy h U q + fragmentEnergy h U (1 - q)
      < fragmentEnergy h U 0 + fragmentEnergy h U 1 := by
  have hA := fragmentEnergy_lt_line h hU hq0 hq1
  have hB := fragmentEnergy_lt_line h hU (sub_pos.mpr hq1) (by linarith : 1 - q < 1)
  linarith
```

## One electron over many distant centres

The same comparison works for any finite number of identical centres. Let centre $i$ hold the charge $q_i \ge 0$, with $\sum_i q_i = 1$. No charge can then exceed $1$. A centre with $q_i = 0$ or $q_i = 1$ lies on the straight line, and a centre with a fractional charge lies strictly below it:

$$E(q_i) \le q_i\,h \quad\text{for all } i, \qquad E(q_j) < q_j\,h \quad\text{for a fractional } q_j.$$

If at least one charge is fractional, summing over the centres gives

$$\sum_i E(q_i) < h\sum_i q_i = h = E(1).$$

In the statement, the finite type `ι` labels the centres and the function `q` gives their charges. The index `j` marks a centre whose charge is neither $0$ nor $1$. Such a centre exists only when there are at least two centres, because a single centre would have to hold the whole electron. The right-hand side is the energy of the localised arrangement, since its empty centres contribute nothing.

The proof first bounds each charge by the total, in `hle`. It then records the strict inequality for fractional charges in `hlt`. For `hline`, the lemma `Finset.sum_lt_sum` needs a weak inequality at every centre and a strict one at some centre, and the latter is supplied by `j`. The case distinction on `q i` handles the integer charges.

```lean
/-- For `U > 0`, one electron spread in nonnegative charges over finitely many distant identical
centres, at least one of which holds a charge other than 0 and 1, has a lower model energy than one
electron on a single centre. -/
theorem delocalisation_error_many {ι : Type*} [Fintype ι] (h : ℝ) {U : ℝ} (hU : 0 < U)
    (q : ι → ℝ) (hq : ∀ i, 0 ≤ q i) (hsum : ∑ i, q i = 1)
    (j : ι) (hj0 : q j ≠ 0) (hj1 : q j ≠ 1) :
    ∑ i, fragmentEnergy h U (q i) < fragmentEnergy h U 1 := by
  obtain ⟨e0, e1⟩ := fragmentEnergy_integer h U
  have hle : ∀ i, q i ≤ 1 := fun i => by
    rw [← hsum]
    exact Finset.single_le_sum (fun k _ => hq k) (Finset.mem_univ i)
  have hlt : ∀ i, q i ≠ 0 → q i ≠ 1 → fragmentEnergy h U (q i) < q i * h := by
    intro i h0 h1
    have hi := fragmentEnergy_lt_line h hU ((hq i).lt_of_ne' h0) ((hle i).lt_of_ne h1)
    rw [e0, e1] at hi
    linarith
  -- compare centre by centre with the straight line
  have hline : ∑ i, fragmentEnergy h U (q i) < ∑ i, q i * h := by
    refine Finset.sum_lt_sum (fun i _ => ?_) ⟨j, Finset.mem_univ j, hlt j hj0 hj1⟩
    by_cases h0 : q i = 0
    · rw [h0, e0, zero_mul]
    · by_cases h1 : q i = 1
      · rw [h1, e1, one_mul]
      · exact (hlt i h0 h1).le
  rw [← Finset.sum_mul, hsum, one_mul] at hline
  rw [e1]
  exact hline
```

## Cube roots as variables

To find the best split, it helps to replace the fractional powers by polynomials. For $q \ge 0$, put $a = q^{1/3}$. Then

$$a^3 = q, \qquad q^{4/3} = a^4.$$

The lemma proves both identities from the rule $(q^x)^y = q^{xy}$, which holds for nonnegative $q$.

```lean
/-- A nonnegative charge and its power `4/3`, both expressed through its cube root. -/
theorem cube_root_powers {q : ℝ} (hq : 0 ≤ q) :
    (q ^ (1 / 3 : ℝ)) ^ 3 = q ∧ q ^ (4 / 3 : ℝ) = (q ^ (1 / 3 : ℝ)) ^ 4 := by
  constructor
  · rw [← Real.rpow_natCast, ← Real.rpow_mul hq]
    norm_num
  · rw [← Real.rpow_natCast, ← Real.rpow_mul hq]
    norm_num
```

## A quadratic bound on the exchange energy

Let $c = (1/2)^{1/3}$, so that $2c^3 = 1$. Because $a$ and $c$ are nonnegative,

$$0 \le (a-c)^2(a+2c) = a^3 - 3ac^2 + 2c^3 = 1 + q - 3ac^2.$$

This is the inequality between the arithmetic and geometric means of $a^3$, $c^3$ and $c^3$. Multiply it by $\tfrac{2c}{3}\,q \ge 0$. The last term becomes $2c^3 q a = qa = a^4$, and therefore

$$q^{4/3} = a^4 \le \frac{2c}{3}\,q(1+q).$$

At $q = 1/2$ we have $a = c$, and the bound becomes an equality. This makes it sharp enough to locate the minimum there.

In the proof, the two `generalize` lines replace the cube roots by the variables `a` and `c`, keeping their cubes as hypotheses. The inequality `hamgm` is the first display, and `hmul` is its product with $\tfrac{2c}{3}q$. Each `linear_combination` checks a polynomial identity by adding suitable multiples of $a^3 = q$ and $c^3 = 1/2$.

```lean
/-- A quadratic upper bound on `q ^ (4/3)`, the size of the local exchange energy in units of `U`,
for any charge `q ≥ 0`. -/
theorem exchange_le_quadratic {q : ℝ} (hq : 0 ≤ q) :
    q ^ (4 / 3 : ℝ) ≤ 2 * (1 / 2 : ℝ) ^ (1 / 3 : ℝ) / 3 * (q * (1 + q)) := by
  obtain ⟨ha3, ha4⟩ := cube_root_powers hq
  have hc3 := (cube_root_powers (by norm_num : (0 : ℝ) ≤ 1 / 2)).1
  have ha : 0 ≤ q ^ (1 / 3 : ℝ) := Real.rpow_nonneg hq _
  have hc : 0 ≤ (1 / 2 : ℝ) ^ (1 / 3 : ℝ) := Real.rpow_nonneg (by norm_num) _
  rw [ha4]
  generalize q ^ (1 / 3 : ℝ) = a at *
  generalize (1 / 2 : ℝ) ^ (1 / 3 : ℝ) = c at *
  -- the arithmetic-geometric mean inequality for a ^ 3, c ^ 3, c ^ 3
  have hamgm : 0 ≤ 1 + q - 3 * a * c ^ 2 := by
    have hprod : 0 ≤ (a - c) ^ 2 * (a + 2 * c) := by positivity
    have hid : (a - c) ^ 2 * (a + 2 * c) = 1 + q - 3 * a * c ^ 2 := by
      linear_combination ha3 + 2 * hc3
    rwa [hid] at hprod
  have hmul : 0 ≤ 2 * c / 3 * q * (1 + q - 3 * a * c ^ 2) := by positivity
  have hid : 2 * c / 3 * q * (1 + q - 3 * a * c ^ 2)
      = 2 * c / 3 * (q * (1 + q)) - a ^ 4 := by
    linear_combination (-2 * a * q) * hc3 + a * ha3
  linarith
```

## The equal split has the lowest energy

Apply the bound to $q$ and to $1-q$, and add:

$$q^{4/3} + (1-q)^{4/3} \le \frac{2c}{3}\left[q(1+q) + (1-q)(2-q)\right] = c + \frac{4c}{3}\left(q-\tfrac12\right)^2.$$

The self-repulsion is exactly

$$q^2 + (1-q)^2 = \tfrac12 + 2\left(q-\tfrac12\right)^2.$$

At the equal split, $(1/2)^{4/3} = c^4 = c/2$, so

$$2E(\tfrac12) = h + U\left(\tfrac12 - c\right).$$

Subtracting this from the energy of a general split leaves

$$E(q) + E(1-q) - 2E(\tfrac12) \ge 2U\left(1 - \frac{2c}{3}\right)\left(q-\tfrac12\right)^2.$$

Since $c < 1$, the first bracket is positive. The right-hand side is thus strictly positive whenever $q \ne 1/2$: away from the equal split, the self-repulsion rises faster than the bound on exchange.

The theorem covers the closed interval $0 \le q \le 1$ with only $q = 1/2$ removed, so it includes the two integer arrangements. Its conclusion is the strict inequality $2E(1/2) < E(q) + E(1-q)$, which expresses that the minimum is both global on the interval and unique.

In the proof, `hA` and `hB` are the two exchange bounds and `hc1` is $c < 1$. The quantity in `hgap` is half of the right-hand side above, without the factor $U$. The step `key` combines these inequalities into a statement about the bracketed terms, and multiplication by $U$ then gives the energies. The one-electron terms cancel, because both arrangements contain $h$ exactly once.

```lean
/-- For `U > 0`, the equal split is the unique minimum: every other division of one electron into
`q` and `1 - q`, with `0 ≤ q ≤ 1`, between two distant identical fragments has a higher model
energy. -/
theorem equal_split_unique_minimum (h : ℝ) {U q : ℝ} (hU : 0 < U)
    (hq0 : 0 ≤ q) (hq1 : q ≤ 1) (hq : q ≠ 1 / 2) :
    2 * fragmentEnergy h U (1 / 2) < fragmentEnergy h U q + fragmentEnergy h U (1 - q) := by
  have hA := exchange_le_quadratic hq0
  have hB := exchange_le_quadratic (sub_nonneg.mpr hq1)
  obtain ⟨hc3, hc4⟩ := cube_root_powers (by norm_num : (0 : ℝ) ≤ 1 / 2)
  have hc1 : (1 / 2 : ℝ) ^ (1 / 3 : ℝ) < 1 :=
    Real.rpow_lt_one (by norm_num) (by norm_num) (by norm_num)
  unfold fragmentEnergy
  rw [hc4]
  generalize (1 / 2 : ℝ) ^ (1 / 3 : ℝ) = c at *
  have hc : c ^ 4 = c / 2 := by linear_combination c * hc3
  rw [hc]
  have hsq : 0 < (q - 1 / 2) ^ 2 :=
    (sq_nonneg _).lt_of_ne' (pow_ne_zero 2 (sub_ne_zero.mpr hq))
  -- the self-repulsion grows faster than the exchange bound away from q = 1/2
  have hgap : 0 < (q - 1 / 2) ^ 2 * (1 - 2 * c / 3) := mul_pos hsq (by linarith)
  have key : 0 < (q ^ 2 - q ^ (4 / 3 : ℝ)) + ((1 - q) ^ 2 - (1 - q) ^ (4 / 3 : ℝ))
      - 2 * ((1 / 2) ^ 2 - c / 2) := by
    nlinarith [hA, hB, hgap]
  have hfinal := mul_pos hU key
  linarith
```

## The size of the error

With the energy of the equal split already evaluated, the difference from the integer arrangement follows at once:

$$2E(\tfrac12) - \left[E(0) + E(1)\right] = -U\left(c - \tfrac12\right), \qquad c = (1/2)^{1/3} \approx 0.794.$$

The one-electron energy $h$ has disappeared, and the error is proportional to the Hartree self-energy alone. Measured against the exact energy $h$ of the infinitely stretched dimer, this is the full energy error of the model at its minimum.

The identity holds for every real $U$; the condition $U > 0$ is what makes the difference an energy lowering. The proof inserts the integer values, writes $(1/2)^{4/3}$ as $c^4$, and reduces the result with $c^3 = 1/2$.

```lean
/-- The model energy of the equally split dimer differs from that of the dimer with integer
charges by `-U ((1/2) ^ (1/3) - 1/2)`. -/
theorem equal_split_error (h U : ℝ) :
    2 * fragmentEnergy h U (1 / 2) - (fragmentEnergy h U 0 + fragmentEnergy h U 1)
      = -U * ((1 / 2 : ℝ) ^ (1 / 3 : ℝ) - 1 / 2) := by
  obtain ⟨hc3, hc4⟩ := cube_root_powers (by norm_num : (0 : ℝ) ≤ 1 / 2)
  rw [(fragmentEnergy_integer h U).1, (fragmentEnergy_integer h U).2]
  unfold fragmentEnergy
  rw [hc4]
  generalize (1 / 2 : ℝ) ^ (1 / 3 : ℝ) = c at *
  linear_combination (-2 * U * c) * hc3

end

end DelocalisationError
```

```lean
#print axioms DelocalisationError.delocalisation_error
#print axioms DelocalisationError.delocalisation_error_many
#print axioms DelocalisationError.equal_split_unique_minimum
#print axioms DelocalisationError.equal_split_error
```

```
'DelocalisationError.delocalisation_error' depends on axioms: [propext, Classical.choice, Quot.sound]
'DelocalisationError.delocalisation_error_many' depends on axioms: [propext, Classical.choice, Quot.sound]
'DelocalisationError.equal_split_unique_minimum' depends on axioms: [propext, Classical.choice, Quot.sound]
'DelocalisationError.equal_split_error' depends on axioms: [propext, Classical.choice, Quot.sound]
```
